# The TRS4 polynomial is monotone on [0,1] exactly when 0 ≤ g ≤ 6

## Occupations as real numbers

The occupation number of a spin orbital is represented here by a real number $x$, and one step of fourth-order trace-resetting purification (TRS4) by a real function of $x$ with its parameter $g$ held fixed:

$$p_g(x)=x^2(4x-3x^2)+g\,x^2(1-x)^2.$$

In a calculation, $g$ is computed from the current density matrix to restore the electron number $N$. Once chosen, it is the same for every eigenvalue, so the scalar question is which values of $g$ preserve the order of occupations.

For a non-interacting or mean-field density matrix with spectrum in $[0,1]$, this gives a test before a linear-scaling purification step: a $g$ outside $[0,6]$ sends some number in $[0,1]$ out of the interval, though not necessarily an eigenvalue of the matrix at hand.

## What is stated

In Lean, $p_g(x)$ is `trs4 g x`, and `Icc 0 1` is the closed interval $[0,1]$. `MonotoneOn (trs4 g) (Icc 0 1)` says that $x\le y$ implies $p_g(x)\le p_g(y)$ for $x,y$ in that interval; this is equivalent to $0\le g\le6$. The same window characterises `MapsTo`, which says that $p_g$ sends $[0,1]$ into itself.

The matrix update `trs4Step g X` applies the polynomial to any finite real square matrix $X$; symmetry is not required. The file does not connect its eigenvalues to the scalar map, and it does not treat convergence of the iteration. Idempotency is written $P^2=P$, as in an orthonormal basis, and $N$ is any real target trace.

## Slope, holes and the window

Direct substitution gives $p_g(0)=0$, $p_g(1)=1$ and $p_3(x)=3x^2-2x^3$, the McWeeny polynomial. Expanding,

$$p_g(x)=gx^2+(4-2g)x^3+(g-3)x^4,$$

$$\begin{aligned}p_g'(x)&=2x\,[g+(6-3g)x+(2g-6)x^2]\\&=2x(1-x)[g(1-x)+(6-g)x].\end{aligned}$$

If $0\le g\le6$, every factor is nonnegative on $[0,1]$, so $p_g$ is monotone there.

Conversely, a monotone $p_g$ with fixed endpoints satisfies $0\le p_g(x)\le1$. Suppose $g<0$ and take $x=-g/(4-2g)$, which lies strictly between 0 and 1. The quadratic and cubic terms cancel, leaving $p_g(x)=(g-3)x^4<0$, a contradiction. Hence $g\ge0$.

For the upper bound, exchange particles and holes. Since

$$1-(1-x)^3(1+3x)=6x^2-8x^3+3x^4=p_6(x),$$

subtracting the $g$ term gives $1-p_g(1-x)=p_{6-g}(x)$. The left side is nonnegative, so the previous argument gives $6-g\ge0$.

## Trace and projectors

Write $F=X^2(4X-3X^2)$ and $G=X^2(1-X)^2$. The updated trace is $\operatorname{tr}F+g\operatorname{tr}G$. If $\operatorname{tr}G\ne0$, it equals $N$ exactly when

$$g=\frac{N-\operatorname{tr}F}{\operatorname{tr}G}.$$

This value need not lie in $[0,6]$. The condition on $\operatorname{tr}G$ means that the correction can change the electron number. It fails for a projector $P$, where $G=(P-P^2)(1-P)=0$ and $F=P(4P-3P)=P$: the update leaves $P$ unchanged for every $g$.

## The Lean file

```lean
import Mathlib

open Set

namespace TRS4Purification

noncomputable section

/-- The fourth-order trace-resetting polynomial acting on an occupation number `x`,
with adjustable parameter `g`. -/
def trs4 (g x : ℝ) : ℝ := x ^ 2 * (4 * x - 3 * x ^ 2) + g * (x ^ 2 * (1 - x) ^ 2)

/-- The same polynomial applied to a real square matrix `X`. -/
def trs4Step {n : Type*} [Fintype n] [DecidableEq n] (g : ℝ) (X : Matrix n n ℝ) :
    Matrix n n ℝ :=
  X ^ 2 * ((4 : ℝ) • X - (3 : ℝ) • X ^ 2) + g • (X ^ 2 * (1 - X) ^ 2)

/-- Empty and fully occupied levels are fixed for every value of `g`. -/
theorem trs4_endpoints (g : ℝ) : trs4 g 0 = 0 ∧ trs4 g 1 = 1 := by
  constructor <;> norm_num [trs4]

/-- At `g = 3` the update is the McWeeny polynomial `3x² - 2x³`. -/
theorem trs4_three (x : ℝ) : trs4 3 x = 3 * x ^ 2 - 2 * x ^ 3 := by
  unfold trs4
  ring

/-- Exchanging particles and holes turns the parameter `g` into `6 - g`. -/
theorem trs4_particle_hole (g x : ℝ) : 1 - trs4 g (1 - x) = trs4 (6 - g) x := by
  unfold trs4
  ring

/-- The slope of the update is `2x(1-x)` times the linear interpolation between
`g` at `x = 0` and `6 - g` at `x = 1`. -/
theorem trs4_hasDerivAt (g x : ℝ) :
    HasDerivAt (trs4 g) (2 * x * (1 - x) * (g * (1 - x) + (6 - g) * x)) x := by
  have e : trs4 g = fun y : ℝ => g * y ^ 2 + (4 - 2 * g) * y ^ 3 + (g - 3) * y ^ 4 := by
    funext y
    unfold trs4
    ring
  have h2 : HasDerivAt (fun y : ℝ => y ^ 2) (2 * x) x := by
    simpa using hasDerivAt_pow 2 x
  have h3 : HasDerivAt (fun y : ℝ => y ^ 3) (3 * x ^ 2) x := by
    simpa using hasDerivAt_pow 3 x
  have h4 : HasDerivAt (fun y : ℝ => y ^ 4) (4 * x ^ 3) x := by
    simpa using hasDerivAt_pow 4 x
  rw [e]
  refine HasDerivAt.congr_deriv
    (((h2.const_mul g).fun_add (h3.const_mul (4 - 2 * g))).fun_add
      (h4.const_mul (g - 3))) ?_
  ring

/-- If no occupation in `[0,1]` is sent to a negative value, then `g` is nonnegative. -/
theorem nonneg_of_trs4_nonneg {g : ℝ} (h : ∀ x ∈ Icc (0 : ℝ) 1, 0 ≤ trs4 g x) :
    0 ≤ g := by
  by_contra hg
  have hg' : g < 0 := not_le.mp hg
  have hd : 0 < 4 - 2 * g := by linarith
  -- the occupation at which the quadratic and cubic terms cancel
  obtain ⟨x, hx⟩ : ∃ x : ℝ, -g = x * (4 - 2 * g) :=
    ⟨-g / (4 - 2 * g), (div_eq_iff hd.ne').mp rfl⟩
  have hx0 : 0 < x := by
    by_contra hn
    nlinarith [mul_nonneg (neg_nonneg.mpr (not_lt.mp hn)) hd.le]
  have hx1 : x ≤ 1 := by
    by_contra hn
    nlinarith [mul_pos (sub_pos.mpr (not_le.mp hn)) hd]
  have hval : trs4 g x = (g - 3) * x ^ 4 := by
    unfold trs4
    linear_combination (-x ^ 2) * hx
  have hneg : 0 < (3 - g) * x ^ 4 := mul_pos (by linarith) (pow_pos hx0 4)
  have hpos := h x ⟨hx0.le, hx1⟩
  rw [hval] at hpos
  linarith

/-- The update maps occupations in `[0,1]` back into `[0,1]` exactly when
`0 ≤ g ≤ 6`. -/
theorem trs4_mapsTo_iff (g : ℝ) :
    MapsTo (trs4 g) (Icc 0 1) (Icc 0 1) ↔ 0 ≤ g ∧ g ≤ 6 := by
  constructor
  · intro h
    refine ⟨nonneg_of_trs4_nonneg fun x hx => (h hx).1, ?_⟩
    -- the upper bound is the lower bound for holes
    have h6 : 0 ≤ 6 - g := by
      apply nonneg_of_trs4_nonneg
      intro x hx
      have hy : 1 - x ∈ Icc (0 : ℝ) 1 := ⟨by linarith [hx.2], by linarith [hx.1]⟩
      rw [← trs4_particle_hole]
      linarith [(h hy).2]
    linarith
  · rintro ⟨h0, h6⟩ x ⟨hx0, hx1⟩
    have key : ∀ a y : ℝ, 0 ≤ a → 0 ≤ y → y ≤ 1 → 0 ≤ trs4 a y := by
      intro a y ha hy0 hy1
      have h1 : 0 ≤ 4 * y - 3 * y ^ 2 := by nlinarith
      unfold trs4
      positivity
    refine ⟨key g x h0 hx0 hx1, ?_⟩
    have hh := key (6 - g) (1 - x) (by linarith) (by linarith) (by linarith)
    rw [← trs4_particle_hole, sub_sub_cancel] at hh
    linarith

/-- The update is monotone nondecreasing on `[0,1]` exactly when `0 ≤ g ≤ 6`. -/
theorem trs4_monotoneOn_iff (g : ℝ) :
    MonotoneOn (trs4 g) (Icc 0 1) ↔ 0 ≤ g ∧ g ≤ 6 := by
  constructor
  · intro h
    -- a monotone update with fixed endpoints cannot leave the interval
    rw [← trs4_mapsTo_iff]
    intro x hx
    have hlo := h (left_mem_Icc.mpr zero_le_one) hx hx.1
    have hhi := h hx (right_mem_Icc.mpr zero_le_one) hx.2
    rw [(trs4_endpoints g).1] at hlo
    rw [(trs4_endpoints g).2] at hhi
    exact ⟨hlo, hhi⟩
  · rintro ⟨h0, h6⟩
    apply monotoneOn_of_deriv_nonneg (convex_Icc 0 1)
    · exact fun x _ => (trs4_hasDerivAt g x).continuousAt.continuousWithinAt
    · exact fun x _ => (trs4_hasDerivAt g x).differentiableAt.differentiableWithinAt
    · intro x hx
      rw [interior_Icc] at hx
      rw [(trs4_hasDerivAt g x).deriv]
      have hx0 : 0 ≤ x := hx.1.le
      have hx1 : 0 ≤ 1 - x := by linarith [hx.2]
      have hg : 0 ≤ 6 - g := by linarith
      positivity

/-- For a matrix with `tr X²(1-X)² ≠ 0`, the updated matrix has trace `N` for exactly
one value of `g`, given by the trace-resetting formula. -/
theorem trs4Step_trace_iff {n : Type*} [Fintype n] [DecidableEq n]
    (g N : ℝ) (X : Matrix n n ℝ) (hG : (X ^ 2 * (1 - X) ^ 2).trace ≠ 0) :
    (trs4Step g X).trace = N ↔
      g = (N - (X ^ 2 * ((4 : ℝ) • X - (3 : ℝ) • X ^ 2)).trace) /
        (X ^ 2 * (1 - X) ^ 2).trace := by
  unfold trs4Step
  rw [Matrix.trace_add, Matrix.trace_smul, smul_eq_mul, eq_div_iff hG]
  constructor <;> intro h <;> linarith

/-- An idempotent density matrix is left unchanged by the update for every `g`. -/
theorem trs4Step_idempotent {n : Type*} [Fintype n] [DecidableEq n]
    (g : ℝ) (P : Matrix n n ℝ) (hP : P * P = P) : trs4Step g P = P := by
  have h2 : P ^ 2 = P := by rw [pow_two, hP]
  -- the trace-correcting term vanishes on a projector
  have h0 : P * (1 - P) ^ 2 = 0 := by
    calc P * (1 - P) ^ 2 = (P - P * P) * (1 - P) := by noncomm_ring
      _ = 0 := by rw [hP, sub_self, zero_mul]
  unfold trs4Step
  rw [h2, h0, smul_zero, add_zero, ← sub_smul, Matrix.mul_smul, hP]
  norm_num

/-- The 2×2 matrix with all entries `1/2` is idempotent and is neither zero nor the
identity. -/
theorem trs4Step_idempotent_witness :
    (!![1/2, 1/2; 1/2, 1/2] : Matrix (Fin 2) (Fin 2) ℝ) * !![1/2, 1/2; 1/2, 1/2]
        = !![1/2, 1/2; 1/2, 1/2] ∧
      (!![1/2, 1/2; 1/2, 1/2] : Matrix (Fin 2) (Fin 2) ℝ) ≠ 0 ∧
      (!![1/2, 1/2; 1/2, 1/2] : Matrix (Fin 2) (Fin 2) ℝ) ≠ 1 := by
  refine ⟨?_, ?_, ?_⟩
  · ext i j
    fin_cases i <;> fin_cases j <;> norm_num [Matrix.mul_apply, Fin.sum_univ_succ]
  · intro h
    have h01 := congrFun (congrFun h 0) 1
    norm_num at h01
  · intro h
    have h01 := congrFun (congrFun h 0) 1
    norm_num at h01

end

end TRS4Purification
```

```lean
#print axioms TRS4Purification.trs4_three
#print axioms TRS4Purification.trs4_monotoneOn_iff
#print axioms TRS4Purification.trs4Step_trace_iff
#print axioms TRS4Purification.trs4Step_idempotent
```

```
'TRS4Purification.trs4_three' depends on axioms: [propext, Classical.choice, Quot.sound]
'TRS4Purification.trs4_monotoneOn_iff' depends on axioms: [propext, Classical.choice, Quot.sound]
'TRS4Purification.trs4Step_trace_iff' depends on axioms: [propext, Classical.choice, Quot.sound]
'TRS4Purification.trs4Step_idempotent' depends on axioms: [propext, Classical.choice, Quot.sound]
```

## How the proof follows the algebra

`trs4_hasDerivAt` differentiates the expanded polynomial term by term, and `ring` identifies the factored slope. In `trs4_monotoneOn_iff`, `monotoneOn_of_deriv_nonneg` turns its sign in the interior into monotonicity, with `positivity` checking the factors. The other direction uses the fixed endpoints to reach `trs4_mapsTo_iff`.

The negative-$g$ argument is `nonneg_of_trs4_nonneg`. It stores the special occupation through $-g=x(4-2g)$; `nlinarith` places $x$ in the interval, and `linear_combination` performs the cancellation. `trs4_mapsTo_iff` applies this lemma to $g$ and, through `trs4_particle_hole`, to $6-g$. For its converse, `key` shows that both terms of the polynomial are nonnegative, and the hole identity supplies the upper bound.

In `trs4Step_trace_iff`, linearity of the trace and `eq_div_iff` reduce the claim to a linear equation. `trs4Step_idempotent` follows the projector calculation above. The witness is the projector onto the normalised vector $(1,1)/\sqrt2$; its multiplication is checked entry by entry, and its off-diagonal entry $1/2$ distinguishes it from both zero and the identity.
